# Spin purification for two electrons in fixed orthonormal orbitals: \(E_S=2E_M-E_T\) for a spin-independent Hamiltonian

Lifting one electron from a core orbital \(a\) into an empty orbital \(b\) leaves two singly occupied orbitals. The determinant with \(a\) up and \(b\) down is easy to write, but it is a superposition of singlet and triplet with equal weights. How can the singlet energy \(E_S\) be recovered from the energy \(E_M\) of this mixed determinant and the triplet energy \(E_T\)?

The relation \(E_S=2E_M-E_T\) serves as a spin correction to computed core-excitation energies. It is proved here for two electrons, with one spin-independent Hamiltonian and the same two orthonormal orbitals in all three states, so orbital relaxation, other electrons and density functionals are not covered.

## Two electrons on a finite grid

A `State` gives a complex function of two grid points for each pair of spins, with `true` meaning up. Grid weights are taken to be absorbed into the orbital values. Write \(ab\) for the product \(a(x)b(y)\), which is `pair a b`, and \(ba\) for \(b(x)a(y)\). With \(D_1=|a{\uparrow}\,b{\downarrow}|\) and \(D_2=|a{\downarrow}\,b{\uparrow}|\), the mixed determinant is \(D_1\), the singlet is \((D_1-D_2)/\sqrt2\) and the zero-projection triplet is \((D_1+D_2)/\sqrt2\).

```lean
import Mathlib

open Matrix
open scoped Kronecker

namespace SlaterSpinPurification

noncomputable section

variable {G : Type*} [Fintype G]

/-- A two-electron state: a function of two grid points for each pair of spins (`true` is up). -/
abbrev State (G : Type*) := Bool → Bool → G × G → ℂ

/-- The spatial product in which electron 1 occupies `a` and electron 2 occupies `b`. -/
def pair (a b : G → ℂ) : G × G → ℂ := fun p => a p.1 * b p.2

/-- The normalization factor `1/√2`. -/
def r : ℂ := (((√2)⁻¹ : ℝ) : ℂ)

/-- The Slater determinant of the spin orbitals `a` with spin `σ` and `b` with spin `τ`. -/
def slater (a : G → ℂ) (σ : Bool) (b : G → ℂ) (τ : Bool) : State G := fun s t p =>
  r * ((if s = σ ∧ t = τ then pair a b p else 0) - (if s = τ ∧ t = σ then pair b a p else 0))

/-- The mixed determinant, with `a` up and `b` down. -/
def mixed (a b : G → ℂ) : State G := slater a true b false

/-- The open-shell singlet combination of the two determinants with opposite spins. -/
def singlet (a b : G → ℂ) : State G := fun s t p =>
  r * (slater a true b false s t p - slater a false b true s t p)

/-- The triplet combination with zero spin projection. -/
def triplet (a b : G → ℂ) : State G := fun s t p =>
  r * (slater a true b false s t p + slater a false b true s t p)
```

The inner product sums over spins and grid points. The energy is the real part of the expectation value divided by the squared norm, and `element H u v` is \(\langle u,Hv\rangle\).

```lean
/-- The inner product of two-electron states, summed over grid points and spins. -/
def braket (Ψ Φ : State G) : ℂ := ∑ s, ∑ t, star (Ψ s t) ⬝ᵥ Φ s t

/-- A spin-independent operator acts by the same spatial matrix on every spin component. -/
def applyH (H : Matrix (G × G) (G × G) ℂ) (Ψ : State G) : State G := fun s t => H *ᵥ Ψ s t

/-- The energy of a state as a Rayleigh quotient. -/
def energy (H : Matrix (G × G) (G × G) ℂ) (Ψ : State G) : ℝ :=
  (braket Ψ (applyH H Ψ)).re / (braket Ψ Ψ).re

/-- The spatial matrix element `⟨u, H v⟩`. -/
def element (H : Matrix (G × G) (G × G) ℂ) (u v : G × G → ℂ) : ℂ := star u ⬝ᵥ (H *ᵥ v)

/-- Two orbitals that are normalized and mutually orthogonal. -/
def OrthonormalPair (a b : G → ℂ) : Prop :=
  star a ⬝ᵥ a = 1 ∧ star b ⬝ᵥ b = 1 ∧ star a ⬝ᵥ b = 0

/-- The operator is unchanged when the two electrons are relabelled. -/
def ExchangeSymmetric (H : Matrix (G × G) (G × G) ℂ) : Prop :=
  ∀ p q, H p.swap q.swap = H p q
```

## Spin independence gives both determinants the same energy

Physically, \(H\) contains no term that acts on the spins, such as their coupling to a magnetic field or spin–orbit coupling. This condition is built into `applyH`, which applies the same spatial matrix to every spin component.

By hand, the \(\uparrow\downarrow\) and \(\downarrow\uparrow\) components are

\[
S:\ \tfrac12(ab+ba),\ -\tfrac12(ab+ba);\qquad
T:\ \tfrac12(ab-ba),\ \tfrac12(ab-ba);\qquad
M:\ \tfrac1{\sqrt2}ab,\ -\tfrac1{\sqrt2}ba .
\]

Let \(A=\langle ab,H\,ab\rangle\), \(B=\langle ba,H\,ba\rangle\), \(K=\langle ab,H\,ba\rangle\) and \(K'=\langle ba,H\,ab\rangle\). Summing over the spin components gives the expectation values

\[
S:\ \tfrac12(A+B+K+K'),\qquad T:\ \tfrac12(A+B-K-K'),\qquad M:\ \tfrac12(A+B).
\]

The lemmas ending in `_eq` check the components by running through the four spin pairs. Those ending in `_expect` expand the inner products by linearity, and `r_mul_r` supplies \((1/\sqrt2)^2=1/2\).

The components of \(D_2\) are \(-\tfrac1{\sqrt2}ba\) and \(\tfrac1{\sqrt2}ab\), so its expectation value is also \(\tfrac12(A+B)\). The determinant with both spins up has the single component \(\tfrac1{\sqrt2}(ab-ba)\), which gives the same norm and expectation value as \(T\). The triplet energy can therefore be computed from that one determinant.

Without spin independence, the singlet and triplet expectation values still add up to those of \(D_1\) and \(D_2\), but these two can differ, for instance in a magnetic field that is stronger where \(a\) is concentrated. Then \(2E_M\) is the wrong sum.

```lean
lemma r_mul_r : r * r = 1 / 2 := by
  unfold r
  rw [← Complex.ofReal_mul, ← mul_inv, Real.mul_self_sqrt (by norm_num)]
  norm_num

lemma star_r : star r = r := Complex.conj_ofReal _

lemma star_half : star (1 / 2 : ℂ) = 1 / 2 := by simp

omit [Fintype G] in
/-- The singlet is a symmetric spatial function times an antisymmetric spin function. -/
theorem singlet_eq (a b : G → ℂ) : singlet a b = fun s t =>
    (if s = t then (0 : ℂ) else if s = true then 1 / 2 else -(1 / 2)) •
      (pair a b + pair b a) := by
  funext s t p
  cases s <;> cases t <;>
    simp only [singlet, slater, Pi.smul_apply, Pi.add_apply, smul_eq_mul, reduceCtorEq,
      and_self, and_true, and_false, ↓reduceIte] <;>
    first
    | ring1
    | linear_combination (pair a b p + pair b a p) * r_mul_r
    | linear_combination -(pair a b p + pair b a p) * r_mul_r

omit [Fintype G] in
/-- The triplet is an antisymmetric spatial function times a symmetric spin function. -/
theorem triplet_eq (a b : G → ℂ) : triplet a b = fun s t =>
    (if s = t then (0 : ℂ) else 1 / 2) • (pair a b - pair b a) := by
  funext s t p
  cases s <;> cases t <;>
    simp only [triplet, slater, Pi.smul_apply, Pi.sub_apply, smul_eq_mul, reduceCtorEq,
      and_self, and_true, and_false, ↓reduceIte] <;>
    first
    | ring1
    | linear_combination (pair a b p - pair b a p) * r_mul_r

omit [Fintype G] in
lemma mixed_eq (a b : G → ℂ) : mixed a b = fun s t =>
    (if s = true ∧ t = false then r else 0) • pair a b -
      (if s = false ∧ t = true then r else 0) • pair b a := by
  funext s t p
  cases s <;> cases t <;>
    simp only [mixed, slater, Pi.smul_apply, Pi.sub_apply, smul_eq_mul, reduceCtorEq,
      and_self, and_true, and_false, ↓reduceIte] <;> ring

lemma singlet_expect (H : Matrix (G × G) (G × G) ℂ) (a b : G → ℂ) :
    braket (singlet a b) (applyH H (singlet a b)) =
      (element H (pair a b) (pair a b) + element H (pair b a) (pair b a) +
        element H (pair a b) (pair b a) + element H (pair b a) (pair a b)) / 2 := by
  rw [singlet_eq]
  simp only [braket, applyH, element, Fintype.sum_bool, reduceCtorEq, ↓reduceIte,
    star_zero, star_neg, star_smul, star_add, star_half, mulVec_smul, mulVec_add,
    smul_dotProduct, dotProduct_smul, add_dotProduct, dotProduct_add, smul_eq_mul]
  ring

lemma triplet_expect (H : Matrix (G × G) (G × G) ℂ) (a b : G → ℂ) :
    braket (triplet a b) (applyH H (triplet a b)) =
      (element H (pair a b) (pair a b) + element H (pair b a) (pair b a) -
        element H (pair a b) (pair b a) - element H (pair b a) (pair a b)) / 2 := by
  rw [triplet_eq]
  simp only [braket, applyH, element, Fintype.sum_bool, reduceCtorEq, ↓reduceIte,
    star_zero, star_smul, star_sub, star_half, mulVec_smul, mulVec_sub,
    smul_dotProduct, dotProduct_smul, sub_dotProduct, dotProduct_sub, smul_eq_mul]
  ring

lemma mixed_expect (H : Matrix (G × G) (G × G) ℂ) (a b : G → ℂ) :
    braket (mixed a b) (applyH H (mixed a b)) =
      (element H (pair a b) (pair a b) + element H (pair b a) (pair b a)) / 2 := by
  rw [mixed_eq]
  simp only [braket, applyH, element, Fintype.sum_bool, reduceCtorEq, and_true,
    and_false, ↓reduceIte, zero_smul, sub_zero, zero_sub, star_zero, star_neg, star_smul, star_r,
    mulVec_neg, mulVec_smul, neg_dotProduct, dotProduct_neg,
    smul_dotProduct, dotProduct_smul, smul_eq_mul]
  linear_combination (star (pair a b) ⬝ᵥ (H *ᵥ pair a b) +
    star (pair b a) ⬝ᵥ (H *ᵥ pair b a)) * r_mul_r
```

## Orthonormality makes the three norms equal

`OrthonormalPair` says that both orbitals are normalized and that they do not overlap. It requires at least two grid points.

Setting \(H=1\) above gives \(A=B=1\) and \(K=K'=|\langle a,b\rangle|^2=0\), so all three states have norm 1. The proof of `normalized` does the same, with `overlap_pair` factorizing the overlaps. The energies are then the real parts of the expectation values, and

\[
E_S+E_T=\operatorname{Re}(A+B)=2E_M .
\]

Neither Hermiticity nor exchange symmetry enters `sum_rule`.

For normalized orbitals with overlap \(s\), \(0<|s|<1\), the squared norms are \(1+|s|^2\), \(1-|s|^2\) and 1 for \(S\), \(T\) and \(M\). If \(H\) is the operator that swaps the two coordinates, then \(E_S=1\), \(E_T=-1\) and \(E_M=|s|^2\), and the sum rule fails.

```lean
lemma overlap_pair (a b c d : G → ℂ) :
    star (pair a b) ⬝ᵥ pair c d = (star a ⬝ᵥ c) * (star b ⬝ᵥ d) := by
  simp only [dotProduct, pair, Pi.star_apply, Fintype.sum_prod_type, Finset.sum_mul_sum,
    star_mul']
  exact Finset.sum_congr rfl fun x _ => Finset.sum_congr rfl fun y _ => by ring

/-- For orthonormal orbitals the singlet, triplet and mixed determinant are normalized. -/
theorem normalized {a b : G → ℂ} (h : OrthonormalPair a b) :
    braket (singlet a b) (singlet a b) = 1 ∧ braket (triplet a b) (triplet a b) = 1 ∧
      braket (mixed a b) (mixed a b) = 1 := by
  classical
  obtain ⟨ha, hb, hab⟩ := h
  have hba : star b ⬝ᵥ a = 0 := by rw [Matrix.star_dotProduct, hab, star_zero]
  have key : ∀ Ψ : State G, applyH 1 Ψ = Ψ := fun Ψ => by
    funext s t
    exact Matrix.one_mulVec _
  -- the norm is the expectation value of the identity
  have hS := singlet_expect 1 a b
  have hT := triplet_expect 1 a b
  have hM := mixed_expect 1 a b
  rw [key] at hS hT hM
  simp only [element, Matrix.one_mulVec, overlap_pair, ha, hb, hab, hba] at hS hT hM
  rw [hS, hT, hM]
  norm_num

/-- The spin-purification sum rule `E_S = 2 E_M - E_T` for orthonormal orbitals. -/
theorem sum_rule (H : Matrix (G × G) (G × G) ℂ) {a b : G → ℂ} (h : OrthonormalPair a b) :
    energy H (singlet a b) = 2 * energy H (mixed a b) - energy H (triplet a b) := by
  obtain ⟨hS, hT, hM⟩ := normalized h
  simp only [energy, hS, hT, hM, singlet_expect, triplet_expect, mixed_expect,
    Complex.div_ofNat_re, Complex.add_re, Complex.sub_re, Complex.one_re]
  ring
```

## Hermiticity relates the two exchange elements

Hermiticity makes \(H\) an observable. By hand it gives \(K'=\overline K\), which is `element_star`, and therefore, for orthonormal orbitals,

\[
E_S-E_M=\tfrac12\operatorname{Re}(K+K')=\operatorname{Re}K .
\]

With neither Hermiticity nor exchange symmetry, the difference is only the average of \(\operatorname{Re}K\) and \(\operatorname{Re}K'\).

```lean
lemma element_star {H : Matrix (G × G) (G × G) ℂ} (hH : H.IsHermitian) (u v : G × G → ℂ) :
    element H v u = star (element H u v) := by
  unfold element
  rw [Matrix.star_dotProduct, Matrix.star_mulVec, hH.eq, ← Matrix.dotProduct_mulVec]

/-- For a Hermitian operator, `E_S - E_M` is the real part of `⟨ab, H ba⟩`. -/
theorem splitting_re {H : Matrix (G × G) (G × G) ℂ} (hH : H.IsHermitian) {a b : G → ℂ}
    (h : OrthonormalPair a b) :
    energy H (singlet a b) - energy H (mixed a b) = (element H (pair a b) (pair b a)).re := by
  obtain ⟨hS, -, hM⟩ := normalized h
  have hre : (element H (pair b a) (pair a b)).re = (element H (pair a b) (pair b a)).re := by
    rw [element_star hH (pair a b) (pair b a)]
    exact Complex.conj_re _
  simp only [energy, hS, hM, singlet_expect, mixed_expect, Complex.div_ofNat_re,
    Complex.add_re, Complex.one_re, hre]
  ring
```

## Exchange symmetry makes the element real

Electrons are identical, so relabelling them must leave \(H\) unchanged. Swapping the coordinates in both sums of \(K'\) turns \(ba\) into \(ab\) and \(ab\) into \(ba\), so \(K'=K\). Together with \(K'=\overline K\) this makes \(K\) real, and \(E_S-E_M=K\) as complex numbers.

In Lean the swap rests on `Equiv.sum_comp`, which says that a finite sum is unchanged when its index is passed through a bijection. Here the bijection is `Equiv.prodComm G G`, which sends \((x,y)\) to \((y,x)\). It is used once for the sum inside the matrix–vector product and once for the outer inner product. After each use, `change` displays the swapped summand; in the inner sum, `hX` then restores the original matrix entry.

Without this symmetry, a Hermitian matrix may have \(K=i\) and \(K'=-i\). The splitting \(E_S-E_M\) is then zero although the exchange element is not.

```lean
lemma element_swap {H : Matrix (G × G) (G × G) ℂ} (hX : ExchangeSymmetric H) (a b : G → ℂ) :
    element H (pair b a) (pair a b) = element H (pair a b) (pair b a) := by
  have hin : ∀ p : G × G, (H *ᵥ pair a b) p.swap = (H *ᵥ pair b a) p := by
    intro p
    refine (Equiv.sum_comp (Equiv.prodComm G G)
      (fun q => H p.swap q * pair a b q)).symm.trans (Finset.sum_congr rfl fun q _ => ?_)
    change H p.swap q.swap * (a q.2 * b q.1) = H p q * (b q.1 * a q.2)
    rw [hX, mul_comm (a q.2)]
  refine (Equiv.sum_comp (Equiv.prodComm G G)
    (fun p => star (pair b a p) * (H *ᵥ pair a b) p)).symm.trans
    (Finset.sum_congr rfl fun p _ => ?_)
  change star (b p.2 * a p.1) * (H *ᵥ pair a b) p.swap =
    star (a p.1 * b p.2) * (H *ᵥ pair b a) p
  rw [hin, mul_comm (b p.2)]

/-- For a Hermitian, exchange-symmetric, spin-independent Hamiltonian and orthonormal orbitals,
`E_S = 2 E_M - E_T`, and `E_S - E_M` equals the exchange element `⟨ab, H ba⟩`. -/
theorem spin_purification {H : Matrix (G × G) (G × G) ℂ} (hH : H.IsHermitian)
    (hX : ExchangeSymmetric H) {a b : G → ℂ} (h : OrthonormalPair a b) :
    energy H (singlet a b) = 2 * energy H (mixed a b) - energy H (triplet a b) ∧
      ((energy H (singlet a b) - energy H (mixed a b) : ℝ) : ℂ) =
        element H (pair a b) (pair b a) := by
  refine ⟨sum_rule H h, ?_⟩
  rw [splitting_re hH h]
  -- Hermiticity and exchange symmetry together make the exchange element real
  apply Complex.conj_eq_iff_re.mp
  exact (element_star hH (pair a b) (pair b a)).symm.trans (element_swap hX a b)
```

## One-body terms and a real symmetric interaction

Let \(H\) consist of a Hermitian one-body matrix \(h\) for each electron and a real interaction \(v(x,y)=v(y,x)\). `hamiltonian_symm` derives Hermiticity and exchange symmetry from these assumptions. For orthonormal \(a\) and \(b\), the one-body part of \(K\) is

\[
\langle a,hb\rangle\langle b,a\rangle+\langle a,b\rangle\langle b,ha\rangle=0,
\]

which leaves the exchange integral

\[
E_S-E_M=\sum_{x,y}\overline{a(x)}\,\overline{b(y)}\,v(x,y)\,b(x)\,a(y).
\]

For a numerical instance, take two sites with \(h=0\), \(v=4\) on the same site and \(v=1\) between sites, and let \(a=(1,1)/\sqrt2\) and \(b=(1,-1)/\sqrt2\). Then \(A=B=\tfrac14(4+4+1+1)=\tfrac52\) and \(K=\tfrac14(4+4-1-1)=\tfrac32\). Hence \(E_M=\tfrac52\), \(E_S=4\) and \(E_T=1\), and indeed \(4=2\cdot\tfrac52-1\).

```lean
/-- One-body Hamiltonian `h` for each electron plus a real pair interaction `v`. -/
def hamiltonian [DecidableEq G] (h : Matrix G G ℂ) (v : G → G → ℝ) :
    Matrix (G × G) (G × G) ℂ :=
  h ⊗ₖ (1 : Matrix G G ℂ) + (1 : Matrix G G ℂ) ⊗ₖ h +
    Matrix.diagonal (fun p : G × G => (v p.1 p.2 : ℂ))

omit [Fintype G] in
lemma hamiltonian_symm [DecidableEq G] {h : Matrix G G ℂ} (hh : h.IsHermitian)
    {v : G → G → ℝ} (hv : ∀ x y, v x y = v y x) :
    (hamiltonian h v).IsHermitian ∧ ExchangeSymmetric (hamiltonian h v) := by
  constructor
  · have hs : star (fun p : G × G => (v p.1 p.2 : ℂ)) = fun p => (v p.1 p.2 : ℂ) := by
      funext p
      exact Complex.conj_ofReal _
    unfold Matrix.IsHermitian hamiltonian
    simp only [conjTranspose_add, conjTranspose_kronecker, hh.eq, conjTranspose_one,
      diagonal_conjTranspose, hs]
  · intro p q
    rcases eq_or_ne p q with rfl | hpq
    · simp only [hamiltonian, Matrix.add_apply, kroneckerMap_apply, diagonal_apply,
        Prod.fst_swap, Prod.snd_swap, ↓reduceIte, hv p.2 p.1]
      have e1 : (1 : Matrix G G ℂ) p.swap.1 p.swap.1 = (1 : Matrix G G ℂ) p.2 p.2 := rfl
      have e2 : (1 : Matrix G G ℂ) p.swap.2 p.swap.2 = (1 : Matrix G G ℂ) p.1 p.1 := rfl
      linear_combination h p.1 p.1 * e1 + h p.2 p.2 * e2
    · simp only [hamiltonian, Matrix.add_apply, kroneckerMap_apply, diagonal_apply,
        Prod.fst_swap, Prod.snd_swap, Prod.swap_inj, hpq, ↓reduceIte]
      have e1 : (1 : Matrix G G ℂ) p.swap.1 q.swap.1 = (1 : Matrix G G ℂ) p.2 q.2 := rfl
      have e2 : (1 : Matrix G G ℂ) p.swap.2 q.swap.2 = (1 : Matrix G G ℂ) p.1 q.1 := rfl
      linear_combination h p.1 q.1 * e1 + h p.2 q.2 * e2

/-- For one-body terms plus a real symmetric pair interaction, `E_S - E_M` is the exchange
integral of the interaction. -/
theorem splitting_exchange_integral [DecidableEq G] {h : Matrix G G ℂ} (hh : h.IsHermitian)
    {v : G → G → ℝ} (hv : ∀ x y, v x y = v y x) {a b : G → ℂ} (hab : OrthonormalPair a b) :
    ((energy (hamiltonian h v) (singlet a b) - energy (hamiltonian h v) (mixed a b) : ℝ) : ℂ) =
      ∑ x, ∑ y, star (a x) * star (b y) * v x y * b x * a y := by
  obtain ⟨hH, hX⟩ := hamiltonian_symm hh hv
  rw [(spin_purification hH hX hab).2]
  have h1 : (h ⊗ₖ (1 : Matrix G G ℂ)) *ᵥ pair b a = pair (h *ᵥ b) a := by
    funext p
    simp [mulVec, dotProduct, pair, Fintype.sum_prod_type, Matrix.one_apply, Finset.sum_mul,
      mul_assoc]
  have h2 : ((1 : Matrix G G ℂ) ⊗ₖ h) *ᵥ pair b a = pair b (h *ᵥ a) := by
    funext p
    simp [mulVec, dotProduct, pair, Fintype.sum_prod_type_right, Matrix.one_apply,
      Finset.mul_sum, mul_left_comm]
  have hba : star b ⬝ᵥ a = 0 := by rw [Matrix.star_dotProduct, hab.2.2, star_zero]
  -- orthogonality removes both one-body terms
  simp only [element, hamiltonian, Matrix.add_mulVec, dotProduct_add, h1, h2, overlap_pair,
    hab.2.2, hba, mul_zero, zero_mul, zero_add]
  simp only [dotProduct, mulVec_diagonal, pair, Pi.star_apply, Fintype.sum_prod_type, star_mul']
  exact Finset.sum_congr rfl fun x _ => Finset.sum_congr rfl fun y _ => by ring
```

## A two-site case with exchange element 1

With one orbital on each site and \(H\) the coordinate swap, all the hypotheses hold and \(K=1\). Since \(A=B=0\), the energies are \(E_S=1\), \(E_M=0\) and \(E_T=-1\). The theorem below records the hypotheses and the value of \(K\), which it checks entry by entry.

```lean
/-- The operator that swaps the spatial coordinates of two electrons on a two-site grid. -/
def swapOp : Matrix (Fin 2 × Fin 2) (Fin 2 × Fin 2) ℂ :=
  Matrix.of fun p q => if p = q.swap then 1 else 0

/-- The two site orbitals and the exchange operator satisfy all the hypotheses, with exchange
element 1. -/
theorem spin_purification_witness :
    OrthonormalPair (![1, 0] : Fin 2 → ℂ) ![0, 1] ∧ swapOp.IsHermitian ∧
      ExchangeSymmetric swapOp ∧
      element swapOp (pair ![1, 0] ![0, 1]) (pair ![0, 1] ![1, 0]) = 1 := by
  refine ⟨?_, ?_, ?_, ?_⟩
  · simp [OrthonormalPair, dotProduct, Fin.sum_univ_two]
  · ext ⟨i, j⟩ ⟨k, l⟩
    fin_cases i <;> fin_cases j <;> fin_cases k <;> fin_cases l <;> simp [swapOp]
  · rintro ⟨i, j⟩ ⟨k, l⟩
    fin_cases i <;> fin_cases j <;> fin_cases k <;> fin_cases l <;> simp [swapOp]
  · simp [element, pair, dotProduct, mulVec, Fintype.sum_prod_type, Fin.sum_univ_two, swapOp]

end

end SlaterSpinPurification
```

```lean
#print axioms SlaterSpinPurification.spin_purification
-- 'SlaterSpinPurification.spin_purification' depends on axioms: [propext, Classical.choice, Quot.sound]
#print axioms SlaterSpinPurification.splitting_exchange_integral
-- 'SlaterSpinPurification.splitting_exchange_integral' depends on axioms: [propext, Classical.choice, Quot.sound]
```
